# Two bosons on two sites have a condensate fraction of at least one half, however strong the repulsion

## Is a pair with fraction 0.9 condensed?

If I take the condensate fraction of a small cluster at face value, I end up calling a repulsive pair of bosons condensed. I put two bosons on two sites, diagonalise the one-body density matrix of the ground state and divide its largest eigenvalue by the particle number. At repulsion \(U=3t\), with \(t\) the hopping, I get 0.9. When I raise \(U\), the number falls, but it never gets below 0.5, although each boson should by then sit on its own site. Is some condensate left, or am I measuring the cluster?

## The floor comes from having two sites

The 0.5 that remains at large \(U\) comes from the cluster; what lies above it at finite \(U\) is coherence between the two sites. The density matrix \(\rho_{ij}=\langle a_i^\dagger a_j\rangle\), with sites \(i,j\in\{0,1\}\), is \(2\times2\) and has trace 2. Its largest eigenvalue is therefore at least 1, and the fraction at least \(1/2\), in every normalised two-boson state. Condensation concerns how the fraction behaves as the system grows, and a single two-site value carries no such information.

**The ground state.** Let \(\psi_0,\psi_1,\psi_2\) be the amplitudes on \(|2,0\rangle,|1,1\rangle,|0,2\rangle\). The diagonal energies are \(U,0,U\), and hopping couples neighbouring states by \(-\sqrt2\,t\), so

\[
E=U(|\psi_0|^2+|\psi_2|^2)-2\sqrt2\,t\,\mathrm{Re}\,[\psi_1^*(\psi_0+\psi_2)].
\]

Put \(S=\sqrt{U^2+16t^2}\), \(E_0=(U-S)/2\) and \(a=U-E_0=(U+S)/2\). For \(t>0\) we have \(a>0\), and \(aE_0=(U^2-S^2)/4=-4t^2\). For a normalised state, completing squares gives

\[
a(E-E_0)=|a\psi_0-\sqrt2\,t\,\psi_1|^2+|a\psi_2-\sqrt2\,t\,\psi_1|^2 .
\]

Both squares vanish for \((\sqrt2\,t,\,a,\,\sqrt2\,t)/\sqrt{4t^2+a^2}\), so \(E_0\) is the minimum, and every ground state obeys \(\psi_0=\psi_2=k\psi_1\) with \(k=\sqrt2\,t/a\). Since \(aS=a(a-E_0)=a^2+4t^2\), normalisation gives

\[
|\psi_1|^2=\frac{1}{1+2k^2}=\frac{a^2}{a^2+4t^2}=\frac aS .
\]

**The eigenvalues.** The entries of \(\rho\) are

\[
\rho_{00}=2|\psi_0|^2+|\psi_1|^2,\quad \rho_{11}=|\psi_1|^2+2|\psi_2|^2,\quad \rho_{01}=\sqrt2\,(\psi_0^*\psi_1+\psi_1^*\psi_2).
\]

By normalisation the diagonal is \(1\pm(|\psi_0|^2-|\psi_2|^2)\), so the eigenvalues \(\lambda\) satisfy

\[
(\lambda-1)^2=D=(|\psi_0|^2-|\psi_2|^2)^2+2|\psi_0^*\psi_1+\psi_1^*\psi_2|^2 .
\]

In the ground state the first term is zero and \(\sqrt D=2\sqrt2\,k|\psi_1|^2=4t/S\). Hence

\[
\frac{\lambda_{\max}}{2}=\frac12\left(1+\frac{4t}{\sqrt{U^2+16t^2}}\right).
\]

On \(U\ge0\) the root \(S\) grows strictly and without bound, so the fraction falls strictly from 1 towards \(1/2\).

**In a calculation.** A Monte Carlo run or an exact diagonalisation supplies the matrix \(\langle a_i^\dagger a_j\rangle\), which is then diagonalised. At \(U=3t\) its exact diagonal entries are 1 and its off-diagonal entries 0.8. The eigenvalues are 1.8 and 0.2, which gives your 0.9.

**Where the conditions on \(t\) and \(U\) matter.** For \(t=0\), \(U=-1\), the state \(|2,0\rangle\) is a ground state with fraction 1, while the formula gives \(1/2\); so \(t\ge0\) is not enough for all real \(U\). The decrease does not extend to the whole real line either: from \(U=-3t\) to \(U=0\) the fraction rises from 0.9 to 1.

### The model in Lean

`annihilate` holds the two annihilation operators as matrices from the two-boson to the one-boson sector, and `hop i j` is \(a_i^\dagger a_j\). `hamiltonian t U` is built from these, with `hop i i` as the number operator. `IsGroundState` means least energy among normalised complex states. `obdm` is \(\rho\), `occupations` is the set of its real eigenvalues, and `condensateFraction` is their supremum over 2.

`condensateFraction_groundState` gives the formula for every ground state, for \(t>0\) and any real \(U\). `half_le_condensateFraction` gives the floor for every normalised state. `condensateFraction_decreases_to_half` gives the strict decrease and the limit for the explicit ground state `groundVector`. The model has one orbital per site, a single bond, fixed particle number and zero temperature; the theorems say nothing about larger clusters.

```lean
import Mathlib

open Matrix ComplexConjugate Filter Topology

namespace TwoSiteCondensateFraction

noncomputable section

/-- Annihilation operators of the two sites, from the two-boson basis |2,0⟩, |1,1⟩, |0,2⟩
to the one-boson basis |1,0⟩, |0,1⟩. -/
def annihilate : Fin 2 → Matrix (Fin 2) (Fin 3) ℂ :=
  ![!![((√2 : ℝ) : ℂ), 0, 0; 0, 1, 0], !![0, 1, 0; 0, 0, ((√2 : ℝ) : ℂ)]]

/-- The operator `a_i† a_j` on two-boson states. -/
def hop (i j : Fin 2) : Matrix (Fin 3) (Fin 3) ℂ := (annihilate i)ᴴ * annihilate j

/-- Bose-Hubbard Hamiltonian with hopping `t` and repulsion `U n(n-1)/2` on each site. -/
def hamiltonian (t U : ℝ) : Matrix (Fin 3) (Fin 3) ℂ :=
  (-(t : ℂ)) • (hop 0 1 + hop 1 0) + ((U : ℂ) / 2) • ∑ i, hop i i * (hop i i - 1)

/-- The squared moduli of the amplitudes add up to one. -/
def IsNormalized (φ : Fin 3 → ℂ) : Prop := ∑ i, Complex.normSq (φ i) = 1

/-- The energy form `⟨φ|H|φ⟩`. -/
def energy (t U : ℝ) (φ : Fin 3 → ℂ) : ℝ := (star φ ⬝ᵥ (hamiltonian t U *ᵥ φ)).re

/-- A ground state is a normalised state of least energy. -/
def IsGroundState (t U : ℝ) (ψ : Fin 3 → ℂ) : Prop :=
  IsNormalized ψ ∧ ∀ φ, IsNormalized φ → energy t U ψ ≤ energy t U φ

/-- One-body density matrix `⟨ψ|a_i† a_j|ψ⟩`. -/
def obdm (ψ : Fin 3 → ℂ) : Matrix (Fin 2) (Fin 2) ℂ :=
  Matrix.of fun i j => star ψ ⬝ᵥ (hop i j *ᵥ ψ)

/-- The real eigenvalues of the one-body density matrix. -/
def occupations (ψ : Fin 3 → ℂ) : Set ℝ :=
  {lam | ∃ v : Fin 2 → ℂ, v ≠ 0 ∧ obdm ψ *ᵥ v = (lam : ℂ) • v}

/-- Largest eigenvalue of the one-body density matrix over the particle number two,
for normalised `ψ`. -/
def condensateFraction (ψ : Fin 3 → ℂ) : ℝ := sSup (occupations ψ) / 2

/-- Squared half-difference of the site occupations plus squared modulus of the
inter-site coherence, in terms of the amplitudes. -/
def blochSq (ψ : Fin 3 → ℂ) : ℝ :=
  (Complex.normSq (ψ 0) - Complex.normSq (ψ 2)) ^ 2
    + 2 * Complex.normSq (conj (ψ 0) * ψ 1 + conj (ψ 1) * ψ 2)

/-- The energy `U` measured from the level `(U - √(U² + 16t²))/2`. -/
def offset (t U : ℝ) : ℝ := (U + √(U ^ 2 + 16 * t ^ 2)) / 2

/-- Amplitudes proportional to `(√2 t, offset, √2 t)`, scaled to unit norm, for `t > 0`. -/
def groundVector (t U : ℝ) : Fin 3 → ℂ :=
  ![((√2 * t / √(4 * t ^ 2 + offset t U ^ 2) : ℝ) : ℂ),
    ((offset t U / √(4 * t ^ 2 + offset t U ^ 2) : ℝ) : ℂ),
    ((√2 * t / √(4 * t ^ 2 + offset t U ^ 2) : ℝ) : ℂ)]

/-- The number and hopping operators as matrices in the two-boson basis. -/
theorem hop_eq :
    hop 0 0 = !![2, 0, 0; 0, 1, 0; 0, 0, 0] ∧ hop 1 1 = !![0, 0, 0; 0, 1, 0; 0, 0, 2] ∧
    hop 0 1 = !![0, ((√2 : ℝ) : ℂ), 0; 0, 0, ((√2 : ℝ) : ℂ); 0, 0, 0] ∧
    hop 1 0 = !![0, 0, 0; ((√2 : ℝ) : ℂ), 0, 0; 0, ((√2 : ℝ) : ℂ), 0] := by
  have hs : ((√2 : ℝ) : ℂ) * ((√2 : ℝ) : ℂ) = 2 := by
    rw [← Complex.ofReal_mul, Real.mul_self_sqrt (by norm_num)]; norm_num
  refine ⟨?_, ?_, ?_, ?_⟩ <;> ext i j <;> fin_cases i <;> fin_cases j <;>
    simp [hop, annihilate, Matrix.mul_apply, Fin.sum_univ_two, hs]

/-- The Hamiltonian as a matrix in the basis |2,0⟩, |1,1⟩, |0,2⟩. -/
theorem hamiltonian_eq (t U : ℝ) : hamiltonian t U =
    !![(U : ℂ), -(t * ((√2 : ℝ) : ℂ)), 0;
       -(t * ((√2 : ℝ) : ℂ)), 0, -(t * ((√2 : ℝ) : ℂ));
       0, -(t * ((√2 : ℝ) : ℂ)), (U : ℂ)] := by
  obtain ⟨h1, h2, h3, h4⟩ := hop_eq
  rw [hamiltonian, Fin.sum_univ_two, h1, h2, h3, h4]
  ext i j
  fin_cases i <;> fin_cases j <;>
    simp [Matrix.vecMul, dotProduct, Fin.sum_univ_three, Matrix.one_apply] <;> ring

/-- The energy form minus `(U - √(U² + 16t²))/2` times the squared norm, all multiplied by the
offset, is a sum of two squares. -/
theorem energy_sum_of_squares (t U : ℝ) (φ : Fin 3 → ℂ) :
    offset t U * (energy t U φ
      - (U - √(U ^ 2 + 16 * t ^ 2)) / 2 * ∑ i, Complex.normSq (φ i)) =
    Complex.normSq ((offset t U : ℂ) * φ 0 - ((√2 * t : ℝ) : ℂ) * φ 1)
      + Complex.normSq ((offset t U : ℂ) * φ 2 - ((√2 * t : ℝ) : ℂ) * φ 1) := by
  have hs : √2 ^ 2 = (2 : ℝ) := Real.sq_sqrt (by norm_num)
  have hS : √(U ^ 2 + 16 * t ^ 2) ^ 2 = U ^ 2 + 16 * t ^ 2 := Real.sq_sqrt (by positivity)
  have he : energy t U φ = U * ((φ 0).re ^ 2 + (φ 0).im ^ 2 + (φ 2).re ^ 2 + (φ 2).im ^ 2)
      - 2 * √2 * t * ((φ 1).re * ((φ 0).re + (φ 2).re)
        + (φ 1).im * ((φ 0).im + (φ 2).im)) := by
    simp [energy, hamiltonian_eq, Matrix.mulVec, dotProduct, Fin.sum_univ_three]
    ring
  rw [he]
  simp only [Fin.sum_univ_three, Complex.normSq_apply, Complex.sub_re, Complex.sub_im,
    Complex.mul_re, Complex.mul_im, Complex.ofReal_re, Complex.ofReal_im, offset]
  linear_combination ((φ 1).re ^ 2 + (φ 1).im ^ 2) / 4 * hS
    - 2 * t ^ 2 * ((φ 1).re ^ 2 + (φ 1).im ^ 2) * hs

/-- For `t > 0` the offset `a` is positive and satisfies `a √(U² + 16t²) = 4t² + a²`. -/
theorem offset_spec {t : ℝ} (ht : 0 < t) (U : ℝ) : 0 < offset t U ∧
    offset t U * √(U ^ 2 + 16 * t ^ 2) = 4 * t ^ 2 + offset t U ^ 2 := by
  have hS : √(U ^ 2 + 16 * t ^ 2) ^ 2 = U ^ 2 + 16 * t ^ 2 := Real.sq_sqrt (by positivity)
  have h : -U < √(U ^ 2 + 16 * t ^ 2) :=
    Real.lt_sqrt_of_sq_lt (by nlinarith [pow_pos ht 2])
  unfold offset
  exact ⟨by linarith, by linear_combination (1 / 4) * hS⟩

/-- For `t > 0` the explicit vector is a ground state, with energy `(U - √(U² + 16t²))/2`. -/
theorem isGroundState_groundVector {t : ℝ} (ht : 0 < t) (U : ℝ) :
    IsGroundState t U (groundVector t U) ∧
      energy t U (groundVector t U) = (U - √(U ^ 2 + 16 * t ^ 2)) / 2 := by
  obtain ⟨ha, -⟩ := offset_spec ht U
  have hs : √2 ^ 2 = (2 : ℝ) := Real.sq_sqrt (by norm_num)
  have hp : 0 < 4 * t ^ 2 + offset t U ^ 2 := by positivity
  have hr := Real.sq_sqrt hp.le
  have hn : IsNormalized (groundVector t U) := by
    unfold IsNormalized
    rw [Fin.sum_univ_three]
    change Complex.normSq ((√2 * t / √(4 * t ^ 2 + offset t U ^ 2) : ℝ) : ℂ)
      + Complex.normSq ((offset t U / √(4 * t ^ 2 + offset t U ^ 2) : ℝ) : ℂ)
      + Complex.normSq ((√2 * t / √(4 * t ^ 2 + offset t U ^ 2) : ℝ) : ℂ) = 1
    simp only [Complex.normSq_ofReal]
    calc _ = (2 * √2 ^ 2 * t ^ 2 + offset t U ^ 2)
          / √(4 * t ^ 2 + offset t U ^ 2) ^ 2 := by ring
      _ = 1 := by
        rw [hs, hr, div_eq_one_iff_eq hp.ne']; ring
  -- both squares vanish on the explicit vector
  have h0 : (offset t U : ℂ) * groundVector t U 0
      - ((√2 * t : ℝ) : ℂ) * groundVector t U 1 = 0 := by
    change (offset t U : ℂ) * ((√2 * t / √(4 * t ^ 2 + offset t U ^ 2) : ℝ) : ℂ)
      - ((√2 * t : ℝ) : ℂ) * ((offset t U / √(4 * t ^ 2 + offset t U ^ 2) : ℝ) : ℂ) = 0
    push_cast
    ring
  have h2 : groundVector t U 2 = groundVector t U 0 := rfl
  have he := energy_sum_of_squares t U (groundVector t U)
  rw [h2, h0, show ∑ i, Complex.normSq (groundVector t U i) = 1 from hn, map_zero,
    add_zero, mul_one] at he
  have hE := (mul_eq_zero.1 he).resolve_left ha.ne'
  refine ⟨⟨hn, fun φ hφ => ?_⟩, by linarith⟩
  have hq := energy_sum_of_squares t U φ
  rw [show ∑ i, Complex.normSq (φ i) = 1 from hφ, mul_one] at hq
  have := (mul_nonneg_iff_of_pos_left ha).1
    (hq.symm ▸ add_nonneg (Complex.normSq_nonneg _) (Complex.normSq_nonneg _))
  linarith

/-- Characteristic equation of the one-body density matrix of a normalised state. -/
theorem mem_occupations_iff {ψ : Fin 3 → ℂ} (hψ : IsNormalized ψ) (lam : ℝ) :
    lam ∈ occupations ψ ↔ (lam - 1) ^ 2 = blochSq ψ := by
  have hs : ((√2 : ℝ) : ℂ) ^ 2 = 2 := by
    rw [← Complex.ofReal_pow, Real.sq_sqrt (by norm_num)]; norm_num
  have hn : conj (ψ 0) * ψ 0 + conj (ψ 1) * ψ 1 + conj (ψ 2) * ψ 2 = 1 := by
    have h : ∑ i, Complex.normSq (ψ i) = 1 := hψ
    rw [Fin.sum_univ_three] at h
    simp only [← Complex.normSq_eq_conj_mul_self]
    exact_mod_cast h
  obtain ⟨h1, h2, h3, h4⟩ := hop_eq
  have e00 : obdm ψ 0 0 = 2 * (conj (ψ 0) * ψ 0) + conj (ψ 1) * ψ 1 := by
    simp [obdm, h1, Matrix.mulVec, dotProduct, Fin.sum_univ_three]
    ring
  have e11 : obdm ψ 1 1 = conj (ψ 1) * ψ 1 + 2 * (conj (ψ 2) * ψ 2) := by
    simp [obdm, h2, Matrix.mulVec, dotProduct, Fin.sum_univ_three]
    ring
  have e01 : obdm ψ 0 1 = ((√2 : ℝ) : ℂ) * (conj (ψ 0) * ψ 1 + conj (ψ 1) * ψ 2) := by
    simp [obdm, h3, Matrix.mulVec, dotProduct, Fin.sum_univ_three]
    ring
  have e10 : obdm ψ 1 0 = ((√2 : ℝ) : ℂ) * (conj (ψ 1) * ψ 0 + conj (ψ 2) * ψ 1) := by
    simp [obdm, h4, Matrix.mulVec, dotProduct, Fin.sum_univ_three]
    ring
  have hb : (blochSq ψ : ℂ) = (conj (ψ 0) * ψ 0 - conj (ψ 2) * ψ 2) ^ 2
      + 2 * ((conj (ψ 0) * ψ 1 + conj (ψ 1) * ψ 2)
        * (conj (ψ 1) * ψ 0 + conj (ψ 2) * ψ 1)) := by
    unfold blochSq
    push_cast
    simp only [Complex.normSq_eq_conj_mul_self, map_add, map_mul, Complex.conj_conj]
    ring
  have hdet : (obdm ψ - !![(lam : ℂ), 0; 0, (lam : ℂ)]).det
      = (((lam - 1) ^ 2 - blochSq ψ : ℝ) : ℂ) := by
    rw [Matrix.det_fin_two]
    change (obdm ψ 0 0 - lam) * (obdm ψ 1 1 - lam)
      - (obdm ψ 0 1 - 0) * (obdm ψ 1 0 - 0) = _
    rw [e00, e11, e01, e10]
    push_cast
    rw [hb]
    linear_combination (conj (ψ 0) * ψ 0 + conj (ψ 1) * ψ 1 + conj (ψ 2) * ψ 2
      + 1 - 2 * (lam : ℂ)) * hn - (conj (ψ 0) * ψ 1 + conj (ψ 1) * ψ 2)
        * (conj (ψ 1) * ψ 0 + conj (ψ 2) * ψ 1) * hs
  have key : ∀ v : Fin 2 → ℂ, (obdm ψ - !![(lam : ℂ), 0; 0, (lam : ℂ)]) *ᵥ v
      = obdm ψ *ᵥ v - (lam : ℂ) • v := by
    intro v
    rw [Matrix.sub_mulVec]
    congr 1
    ext i
    fin_cases i <;> simp [Matrix.mulVec, dotProduct, Fin.sum_univ_two]
  have hmem : lam ∈ occupations ψ ↔ (obdm ψ - !![(lam : ℂ), 0; 0, (lam : ℂ)]).det = 0 := by
    rw [← Matrix.exists_mulVec_eq_zero_iff]
    simp only [key, sub_eq_zero]
    exact Iff.rfl
  rw [hmem, hdet, Complex.ofReal_eq_zero, sub_eq_zero]

/-- The largest eigenvalue of the one-body density matrix of a normalised state. -/
theorem isGreatest_occupations {ψ : Fin 3 → ℂ} (hψ : IsNormalized ψ) :
    IsGreatest (occupations ψ) (1 + √(blochSq ψ)) := by
  have hb : 0 ≤ blochSq ψ :=
    add_nonneg (sq_nonneg _) (mul_nonneg zero_le_two (Complex.normSq_nonneg _))
  constructor
  · rw [mem_occupations_iff hψ, add_sub_cancel_left, Real.sq_sqrt hb]
  · intro lam hl
    have h := Real.abs_le_sqrt ((mem_occupations_iff hψ lam).1 hl).le
    linarith [le_abs_self (lam - 1)]

/-- Every normalised state of two bosons on two sites has condensate fraction at least 1/2. -/
theorem half_le_condensateFraction {ψ : Fin 3 → ℂ} (hψ : IsNormalized ψ) :
    1 / 2 ≤ condensateFraction ψ := by
  rw [condensateFraction, (isGreatest_occupations hψ).csSup_eq]
  linarith [Real.sqrt_nonneg (blochSq ψ)]

/-- For `t > 0` every ground state has condensate fraction `(1 + 4t/√(U² + 16t²))/2`. -/
theorem condensateFraction_groundState {t U : ℝ} (ht : 0 < t) {ψ : Fin 3 → ℂ}
    (h : IsGroundState t U ψ) :
    condensateFraction ψ = (1 + 4 * t / √(U ^ 2 + 16 * t ^ 2)) / 2 := by
  obtain ⟨ha, haS⟩ := offset_spec ht U
  obtain ⟨hg, hgE⟩ := isGroundState_groundVector ht U
  have hs : √2 ^ 2 = (2 : ℝ) := Real.sq_sqrt (by norm_num)
  have hSpos : 0 < √(U ^ 2 + 16 * t ^ 2) := Real.sqrt_pos.2 (by positivity)
  have hn : ∑ i, Complex.normSq (ψ i) = 1 := h.1
  -- least energy forces both squares to vanish
  have hle := h.2 _ hg.1
  have hq := energy_sum_of_squares t U ψ
  rw [hn, mul_one] at hq
  have hneg := mul_nonneg ha.le (sub_nonneg.2 (hle.trans_eq hgE))
  have p0 := Complex.normSq_nonneg ((offset t U : ℂ) * ψ 0 - ((√2 * t : ℝ) : ℂ) * ψ 1)
  have p2 := Complex.normSq_nonneg ((offset t U : ℂ) * ψ 2 - ((√2 * t : ℝ) : ℂ) * ψ 1)
  have z0 := Complex.normSq_eq_zero.1 (le_antisymm (by linarith) p0)
  have z2 := Complex.normSq_eq_zero.1 (le_antisymm (by linarith) p2)
  obtain ⟨k, hk⟩ : ∃ k : ℝ, offset t U * k = √2 * t :=
    ⟨√2 * t / offset t U, by field_simp⟩
  have hkC : (offset t U : ℂ) * (k : ℂ) = ((√2 * t : ℝ) : ℂ) := by
    rw [← Complex.ofReal_mul, hk]
  have haC : (offset t U : ℂ) ≠ 0 := Complex.ofReal_ne_zero.2 ha.ne'
  have e0 : ψ 0 = (k : ℂ) * ψ 1 :=
    mul_left_cancel₀ haC (by linear_combination z0 - ψ 1 * hkC)
  have e2 : ψ 2 = (k : ℂ) * ψ 1 :=
    mul_left_cancel₀ haC (by linear_combination z2 - ψ 1 * hkC)
  have hk2 : offset t U ^ 2 * k ^ 2 = 2 * t ^ 2 := by
    linear_combination (offset t U * k + √2 * t) * hk + t ^ 2 * hs
  rw [Fin.sum_univ_three, e0, e2] at hn
  simp only [Complex.normSq_mul, Complex.normSq_ofReal] at hn
  -- normalisation fixes the weight of |1,1⟩
  have hY : Complex.normSq (ψ 1) * √(U ^ 2 + 16 * t ^ 2) = offset t U :=
    mul_left_cancel₀ ha.ne' (by
      linear_combination Complex.normSq (ψ 1) * haS + offset t U ^ 2 * hn
        - 2 * Complex.normSq (ψ 1) * hk2)
  have hc : conj ((k : ℂ) * ψ 1) * ψ 1 + conj (ψ 1) * ((k : ℂ) * ψ 1)
      = ((2 * k * Complex.normSq (ψ 1) : ℝ) : ℂ) := by
    push_cast
    rw [Complex.normSq_eq_conj_mul_self, map_mul, Complex.conj_ofReal]
    ring
  have hD : blochSq ψ = (4 * t / √(U ^ 2 + 16 * t ^ 2)) ^ 2 := by
    rw [blochSq, e0, e2, hc, Complex.normSq_ofReal, div_pow,
      eq_div_iff (pow_pos hSpos 2).ne']
    linear_combination 8 * k ^ 2 * (Complex.normSq (ψ 1) * √(U ^ 2 + 16 * t ^ 2)
      + offset t U) * hY + 8 * hk2
  rw [condensateFraction, (isGreatest_occupations h.1).csSup_eq, hD,
    Real.sqrt_sq (by positivity)]

/-- For `t > 0` the ground-state condensate fraction decreases strictly with `U ≥ 0` and
tends to 1/2 as `U` grows without bound. -/
theorem condensateFraction_decreases_to_half {t : ℝ} (ht : 0 < t) :
    StrictAntiOn (fun U => condensateFraction (groundVector t U)) (Set.Ici 0) ∧
    Tendsto (fun U => condensateFraction (groundVector t U)) atTop (𝓝 (1 / 2)) := by
  have hf : (fun U => condensateFraction (groundVector t U))
      = fun U => (1 + 4 * t / √(U ^ 2 + 16 * t ^ 2)) / 2 :=
    funext fun U => condensateFraction_groundState ht (isGroundState_groundVector ht U).1
  rw [hf]
  constructor
  · intro U hU V _ hUV
    have hU' : 0 ≤ U := hU
    have h1 : √(U ^ 2 + 16 * t ^ 2) < √(V ^ 2 + 16 * t ^ 2) :=
      Real.sqrt_lt_sqrt (by positivity) (by nlinarith)
    have h2 : 0 < √(U ^ 2 + 16 * t ^ 2) := Real.sqrt_pos.2 (by positivity)
    have h3 := div_lt_div_of_pos_left (show 0 < 4 * t by positivity) h2 h1
    change (1 + 4 * t / √(V ^ 2 + 16 * t ^ 2)) / 2 < (1 + 4 * t / √(U ^ 2 + 16 * t ^ 2)) / 2
    linarith
  · have h1 : Tendsto (fun U : ℝ => √(U ^ 2 + 16 * t ^ 2)) atTop atTop :=
      tendsto_atTop_mono (fun U => (le_abs_self U).trans
        (Real.abs_le_sqrt (by nlinarith [sq_nonneg t]))) tendsto_id
    have h2 := ((h1.const_div_atTop (4 * t)).const_add 1).div_const 2
    rwa [add_zero] at h2

end

end TwoSiteCondensateFraction
```

```lean
#print axioms TwoSiteCondensateFraction.half_le_condensateFraction
#print axioms TwoSiteCondensateFraction.condensateFraction_decreases_to_half
```

```
'TwoSiteCondensateFraction.half_le_condensateFraction' depends on axioms: [propext, Classical.choice, Quot.sound]
'TwoSiteCondensateFraction.condensateFraction_decreases_to_half' depends on axioms: [propext, Classical.choice, Quot.sound]
```

### From the two squares to the fraction

`hop_eq` and `hamiltonian_eq` compute the matrices entry by entry. `energy_sum_of_squares` is the completed square, with `offset` for \(a\); it expands into real and imaginary parts, and `linear_combination` supplies the squares of the two roots. `offset_spec` gives \(a>0\) and \(aS=4t^2+a^2\), and `isGroundState_groundVector` shows that the explicit vector attains \(E_0\).

`mem_occupations_iff` turns the eigenvalue condition into a vanishing determinant and obtains \((\lambda-1)^2=D\), where `blochSq` is \(D\). `isGreatest_occupations` then shows that the supremum is attained at \(1+\sqrt D\), from which the floor follows.

In `condensateFraction_groundState`, comparison with the explicit vector forces both squares to vanish. The steps `e0` and `e2` are the relations \(\psi_0=\psi_2=k\psi_1\), `hY` is \(|\psi_1|^2S=a\), and `hD` is \(D=(4t/S)^2\). The last theorem substitutes the formula and uses the growth of \(S\).
